# Franck–Condon overlaps from the ground state of a displaced harmonic mode: $\langle e_n,\psi\rangle = z^n\langle e_0,\psi\rangle/\sqrt{n!}$

## Levels, ladder operators and the displaced state

Let $E$ be a complex inner-product space whose inner product $\langle u,v\rangle$ is conjugate-linear in $u$ and linear in $v$. The vectors $e_0,e_1,e_2,\dots$ stand for the vibrational levels of the final electronic state. Two linear maps $a$ (lowering) and $b$ (raising) satisfy

$$\langle b u,v\rangle=\langle u,a v\rangle,\qquad b\,e_n=\sqrt{n+1}\;e_{n+1}.$$

The vibrational state before the transition is a vector $\psi$ with $a\psi=z\psi$ for a complex number $z$. This condition holds for the ground state of a displaced oscillator. Suppose both electronic states have harmonic potentials of the same mass $m$ and frequency $\omega$, and let the initial minimum lie at position $d$, of either sign, measured from the final minimum. The ground state of the initial potential is then an eigenvector of the final potential's lowering operator, with $z=d\sqrt{m\omega/2\hbar}$. The Huang–Rhys factor is $S=|z|^2$.

The intensity of line $n$ is $I_n=|\langle e_n,\psi\rangle|^2$. For vectors that are not normalised, the transition probability is $I_n/(\|e_n\|^2\|\psi\|^2)$, provided that neither vector is zero. The electronic transition moment is taken to be independent of the nuclear position (the Condon approximation), and it and the frequency prefactors are left out.

## The overlaps by induction up the ladder

Moving $b$ across the inner product gives

$$\sqrt{n+1}\,\langle e_{n+1},\psi\rangle=\langle b e_n,\psi\rangle=\langle e_n,a\psi\rangle=z\,\langle e_n,\psi\rangle .$$

The square root is real, so conjugation in the first slot leaves it unchanged. The formula holds at $n=0$, since $z^0=1$ and $0!=1$. If it holds at $n$, then

$$\langle e_{n+1},\psi\rangle=\frac{z}{\sqrt{n+1}}\cdot\frac{z^n\langle e_0,\psi\rangle}{\sqrt{n!}}=\frac{z^{n+1}\langle e_0,\psi\rangle}{\sqrt{(n+1)!}} .$$

Neither orthonormality of the levels nor a commutator of $a$ and $b$ has been used.

## Where the progression rises

Squared moduli of the recursion give $(n+1)I_{n+1}=|z|^2I_n$. Let $z\neq0$ and $\langle e_0,\psi\rangle\neq0$, so that every $I_n$ is positive. If $I_n\le I_{n+1}$, then $(n+1)I_n\le(n+1)I_{n+1}=|z|^2I_n$, and dividing by $I_n$ gives $n+1\le|z|^2$. Conversely, $n+1\le|z|^2$ gives $(n+1)I_n\le|z|^2I_n=(n+1)I_{n+1}$, hence $I_n\le I_{n+1}$.

At zero displacement, $z=0$, only the 0-0 line can be nonzero. For $0<|z|^2<1$ and a nonzero 0-0 overlap, each line is weaker than the one before. At $|z|^2=1$, lines 0 and 1 are equally strong.

## Recovering the state from its overlaps

Call the levels total if only the zero vector is orthogonal to all of them. Suppose that they are, and let $\psi$ now be any vector for which the overlap formula holds at every $n$, without assuming $a\psi=z\psi$. Then $a\psi-z\psi$ has overlap with $e_n$ equal to

$$\sqrt{n+1}\,\frac{z^{n+1}\langle e_0,\psi\rangle}{\sqrt{(n+1)!}}-z\,\frac{z^n\langle e_0,\psi\rangle}{\sqrt{n!}}=0,$$

so $a\psi=z\psi$.

If $\varphi$ also satisfies $a\varphi=z\varphi$, the vector $\langle e_0,\varphi\rangle\psi-\langle e_0,\psi\rangle\varphi$ has overlap

$$\frac{z^n}{\sqrt{n!}}\bigl(\langle e_0,\varphi\rangle\langle e_0,\psi\rangle-\langle e_0,\psi\rangle\langle e_0,\varphi\rangle\bigr)=0$$

with every $e_n$, and therefore vanishes.

## The recursion in a spectrum calculation

For a single displaced harmonic mode without frequency change, and a transition that starts from the vibrational ground state, a program can build a vibronic progression from $I_{n+1}=S\,I_n/(n+1)$ and never form a factorial. With orthonormal oscillator levels and normalised $\psi$, the starting value is the textbook $I_0=e^{-S}$, which needs more than the relations assumed here.

The matrix of $a$ in the oscillator levels, truncated to finitely many of them, is nilpotent, so it has no eigenvector with $z\neq0$. Diagonalising that matrix therefore does not give the overlaps of a displaced state, whereas the recursion $\sqrt{n+1}\,\langle e_{n+1},\psi\rangle=z\,\langle e_n,\psi\rangle$ does once the 0-0 overlap is known.

## How the Lean statement encodes the model

`IsLadder a b e` contains exactly the two displayed relations, and `IsTotal e` is totality. The hypothesis `hψ : a ψ = z • ψ` is assumed, not derived from a displaced potential, and it allows $\psi=0$. The main theorem is `overlap_eq`. The casts around its square root turn a real number into a complex one.

The maps act on all of $E$, which need not be complete. For the actual oscillator one may take $E$ to be the Schwartz functions with the $L^2$ inner product: this space is preserved by both operators and contains the displaced Gaussians. Frequency changes, mode mixing, anharmonicity and temperature are not covered.

```lean
import Mathlib

open scoped InnerProductSpace ComplexConjugate

namespace FranckCondonLadder

variable {E : Type*} [NormedAddCommGroup E] [InnerProductSpace ℂ E]

/-- Vibrational levels `e n` with a lowering operator `a` and a raising operator `b`:
`b` is the formal adjoint of `a` and takes level `n` to `√(n+1)` times level `n+1`. -/
structure IsLadder (a b : E →ₗ[ℂ] E) (e : ℕ → E) : Prop where
  adjoint : ∀ u v, ⟪b u, v⟫_ℂ = ⟪u, a v⟫_ℂ
  raise : ∀ n : ℕ, b (e n) = ((√((n : ℝ) + 1) : ℝ) : ℂ) • e (n + 1)

/-- The levels are total: only the zero vector is orthogonal to all of them. -/
def IsTotal (e : ℕ → E) : Prop :=
  ∀ v, (∀ n, ⟪e n, v⟫_ℂ = 0) → v = 0

/-- The Franck-Condon intensity of line `n`: the squared modulus of the overlap of
level `n` with the state `ψ`. -/
noncomputable def intensity (e : ℕ → E) (ψ : E) (n : ℕ) : ℝ :=
  ‖⟪e n, ψ⟫_ℂ‖ ^ 2

/-- The square root of `(n+1)!` is `√(n+1)` times the square root of `n!`. -/
theorem sqrt_factorial_succ (n : ℕ) :
    √((n + 1).factorial : ℝ) = √((n : ℝ) + 1) * √(n.factorial : ℝ) := by
  rw [Nat.factorial_succ]
  push_cast
  rw [Real.sqrt_mul (show (0 : ℝ) ≤ (n : ℝ) + 1 by positivity)]

/-- For every complex `x`, multiplying `x / √((n+1)!)` by `√(n+1)` gives `x / √(n!)`. -/
theorem sqrt_mul_div_sqrt_factorial (n : ℕ) (x : ℂ) :
    ((√((n : ℝ) + 1) : ℝ) : ℂ) * (x / ((√((n + 1).factorial : ℝ) : ℝ) : ℂ))
      = x / ((√(n.factorial : ℝ) : ℝ) : ℂ) := by
  have hs : ((√((n : ℝ) + 1) : ℝ) : ℂ) ≠ 0 :=
    Complex.ofReal_ne_zero.mpr (Real.sqrt_pos.mpr (by positivity)).ne'
  rw [sqrt_factorial_succ, Complex.ofReal_mul, ← mul_div_assoc, mul_div_mul_left _ _ hs]

variable {a b : E →ₗ[ℂ] E} {e : ℕ → E} {ψ φ : E} {z : ℂ}

/-- Recursion for the overlaps of an eigenvector of the lowering operator with
neighbouring levels. -/
theorem overlap_succ (h : IsLadder a b e) (hψ : a ψ = z • ψ) (n : ℕ) :
    ((√((n : ℝ) + 1) : ℝ) : ℂ) * ⟪e (n + 1), ψ⟫_ℂ = z * ⟪e n, ψ⟫_ℂ := by
  -- the raising operator on the level becomes the lowering operator on the state
  have h1 := h.adjoint (e n) ψ
  rw [h.raise, hψ, inner_smul_left, inner_smul_right, Complex.conj_ofReal] at h1
  exact h1

/-- Franck-Condon overlaps of a displaced state: if `a ψ = z ψ`, the overlap with level `n`
is `z ^ n / √(n!)` times the overlap with level `0`. -/
theorem overlap_eq (h : IsLadder a b e) (hψ : a ψ = z • ψ) (n : ℕ) :
    ⟪e n, ψ⟫_ℂ = z ^ n * ⟪e 0, ψ⟫_ℂ / ((√(n.factorial : ℝ) : ℝ) : ℂ) := by
  have hne : ((√(n.factorial : ℝ) : ℝ) : ℂ) ≠ 0 :=
    Complex.ofReal_ne_zero.mpr
      (Real.sqrt_pos.mpr (Nat.cast_pos.mpr n.factorial_pos)).ne'
  -- the same claim without division, by induction up the ladder
  have key : ∀ m : ℕ,
      ⟪e m, ψ⟫_ℂ * ((√(m.factorial : ℝ) : ℝ) : ℂ) = z ^ m * ⟪e 0, ψ⟫_ℂ := by
    intro m
    induction m with
    | zero => simp
    | succ m ih =>
      rw [sqrt_factorial_succ, Complex.ofReal_mul, pow_succ]
      linear_combination
        ((√(m.factorial : ℝ) : ℝ) : ℂ) * overlap_succ h hψ m + z * ih
  rw [eq_div_iff hne]
  exact key n

/-- Neighbouring lines of the progression satisfy `(n+1) I (n+1) = |z|² I n`. -/
theorem intensity_succ (h : IsLadder a b e) (hψ : a ψ = z • ψ) (n : ℕ) :
    ((n : ℝ) + 1) * intensity e ψ (n + 1) = ‖z‖ ^ 2 * intensity e ψ n := by
  have h1 := congrArg (fun w : ℂ => ‖w‖ ^ 2) (overlap_succ h hψ n)
  simp only [norm_mul, mul_pow, Complex.norm_real, Real.norm_eq_abs, sq_abs] at h1
  rw [Real.sq_sqrt (show (0 : ℝ) ≤ (n : ℝ) + 1 by positivity)] at h1
  exact h1

/-- For a nonzero displacement and a nonzero overlap with level `0`, line `n+1` is at least
as intense as line `n` exactly when `n+1` does not exceed `|z|²`. -/
theorem intensity_le_succ_iff (h : IsLadder a b e) (hψ : a ψ = z • ψ)
    (hz : z ≠ 0) (h0 : ⟪e 0, ψ⟫_ℂ ≠ 0) (n : ℕ) :
    intensity e ψ n ≤ intensity e ψ (n + 1) ↔ (n : ℝ) + 1 ≤ ‖z‖ ^ 2 := by
  have hn : (0 : ℝ) < (n : ℝ) + 1 := by positivity
  have hrec := intensity_succ h hψ n
  -- no line of the progression is missing
  have hne : ⟪e n, ψ⟫_ℂ ≠ 0 := by
    rw [overlap_eq h hψ n]
    exact div_ne_zero (mul_ne_zero (pow_ne_zero n hz) h0)
      (Complex.ofReal_ne_zero.mpr
        (Real.sqrt_pos.mpr (Nat.cast_pos.mpr n.factorial_pos)).ne')
  have hpos : 0 < intensity e ψ n := pow_pos (norm_pos_iff.mpr hne) 2
  constructor
  · intro hle
    have h1 := mul_le_mul_of_nonneg_left hle hn.le
    rw [hrec] at h1
    exact le_of_mul_le_mul_right h1 hpos
  · intro hle
    have h1 := mul_le_mul_of_nonneg_right hle hpos.le
    rw [← hrec] at h1
    exact le_of_mul_le_mul_left h1 hn

/-- For total levels, the overlap formula holds for all `n` exactly when `ψ` satisfies
`a ψ = z ψ`. -/
theorem eigenvector_iff_overlap (h : IsLadder a b e) (ht : IsTotal e) :
    a ψ = z • ψ ↔
      ∀ n : ℕ, ⟪e n, ψ⟫_ℂ = z ^ n * ⟪e 0, ψ⟫_ℂ / ((√(n.factorial : ℝ) : ℝ) : ℂ) := by
  refine ⟨fun hψ n => overlap_eq h hψ n, fun hf => ?_⟩
  -- the residual `a ψ - z ψ` is orthogonal to every level
  refine sub_eq_zero.mp (ht _ fun n => ?_)
  rw [inner_sub_right, ← h.adjoint, h.raise, inner_smul_left, inner_smul_right,
    Complex.conj_ofReal, hf (n + 1), sqrt_mul_div_sqrt_factorial, hf n, pow_succ]
  ring

/-- For total levels, if `a ψ = z ψ` and `a φ = z φ`, then `ψ` times the overlap of level `0` with
`φ` equals `φ` times the overlap of level `0` with `ψ`. -/
theorem eigenvectors_proportional (h : IsLadder a b e) (ht : IsTotal e)
    (hψ : a ψ = z • ψ) (hφ : a φ = z • φ) :
    ⟪e 0, φ⟫_ℂ • ψ = ⟪e 0, ψ⟫_ℂ • φ := by
  refine sub_eq_zero.mp (ht _ fun n => ?_)
  rw [inner_sub_right, inner_smul_right, inner_smul_right,
    overlap_eq h hψ n, overlap_eq h hφ n]
  ring

/-- A one-dimensional instance for any `z`: on `ℂ`, multiplication by `z` and by its conjugate,
the vectors `conj z ^ n / √(n!)` and the state `1` meet the ladder relations, totality and the
eigenvalue equation. -/
theorem isLadder_witness (z : ℂ) :
    IsLadder (z • (LinearMap.id : ℂ →ₗ[ℂ] ℂ)) (conj z • (LinearMap.id : ℂ →ₗ[ℂ] ℂ))
        (fun n : ℕ => conj z ^ n / ((√(n.factorial : ℝ) : ℝ) : ℂ)) ∧
      IsTotal (fun n : ℕ => conj z ^ n / ((√(n.factorial : ℝ) : ℝ) : ℂ)) ∧
      (z • (LinearMap.id : ℂ →ₗ[ℂ] ℂ)) 1 = z • (1 : ℂ) := by
  refine ⟨⟨fun u v => ?_, fun n => ?_⟩, fun v hv => ?_, rfl⟩
  · simp only [LinearMap.smul_apply, LinearMap.id_apply, inner_smul_left,
      inner_smul_right, Complex.conj_conj]
  · simp only [LinearMap.smul_apply, LinearMap.id_apply, smul_eq_mul]
    rw [sqrt_mul_div_sqrt_factorial, pow_succ]
    ring
  · -- level `0` is the number `1`
    have h0 := hv 0
    simpa using h0

end FranckCondonLadder
```

```lean
#print axioms FranckCondonLadder.overlap_eq
-- 'FranckCondonLadder.overlap_eq' depends on axioms: [propext, Classical.choice, Quot.sound]
#print axioms FranckCondonLadder.intensity_le_succ_iff
-- 'FranckCondonLadder.intensity_le_succ_iff' depends on axioms: [propext, Classical.choice, Quot.sound]
#print axioms FranckCondonLadder.eigenvector_iff_overlap
-- 'FranckCondonLadder.eigenvector_iff_overlap' depends on axioms: [propext, Classical.choice, Quot.sound]
#print axioms FranckCondonLadder.eigenvectors_proportional
-- 'FranckCondonLadder.eigenvectors_proportional' depends on axioms: [propext, Classical.choice, Quot.sound]
```

## How the proof follows the derivation

`sqrt_factorial_succ` splits $\sqrt{(n+1)!}$ into $\sqrt{n+1}\sqrt{n!}$, and `sqrt_mul_div_sqrt_factorial` cancels the first factor. `overlap_succ` starts from the adjoint relation for $e_n$ and $\psi$, then rewrites with the raising rule and the eigenvalue equation.

In `overlap_eq`, the induction runs on the division-free claim `key`, $\langle e_m,\psi\rangle\sqrt{m!}=z^m\langle e_0,\psi\rangle$. The `linear_combination` step adds $\sqrt{m!}$ times the recursion to $z$ times the induction hypothesis. Division by the nonzero root comes last.

`intensity_succ` applies the squared norm to both sides of the recursion. `intensity_le_succ_iff` first uses the overlap formula to show $I_n>0$, then proves the two directions by multiplying and cancelling positive factors, as above.

`eigenvector_iff_overlap` and `eigenvectors_proportional` both apply totality to a difference of vectors and check that its overlap with each level vanishes.

Finally, `isLadder_witness` gives an example on $E=\mathbb C$ for every $z$: $a$ multiplies by $z$, $b$ by $\bar z$, $e_n=\bar z^{\,n}/\sqrt{n!}$ and $\psi=1$. Totality follows from $e_0=1$. This example is not an oscillator, since $a$ and $b$ commute and all levels lie on one line, but it satisfies every assumption of `overlap_eq` as well as totality.
